# An energy origin set too high lengthens the bond in a one-parameter EXAFS phase fit

**A:** If the true squared wavenumbers exceed the assigned ones by a constant e > 0, a least-squares fit of the phases 2kᵢr to the true phases gives a distance r that is too long, and for n equally weighted points

0 < r − R < n R e / (2 Σ kᵢ²).

Here R > 0 is the true bond length, kᵢ > 0 are the assigned wavenumbers, and n ≥ 1. EXAFS stands for extended X-ray absorption fine structure. The phases contain only the path term, twice the wavenumber times the distance, and r is the only fitted parameter.

**Q:** What does e stand for physically?

**A:** The photoelectron's kinetic energy is the photon energy minus the energy origin E₀, and it is proportional to the squared wavenumber. Misplacing E₀ therefore shifts every squared wavenumber by the same amount. With electron mass m,

e = 2m (E₀,assigned − E₀,true) / ħ²,

so e > 0 means that the origin was set too high. The true wavenumber is κᵢ = √(kᵢ² + e).

**Q:** Then you expand the root for small e, and the bound is only approximate.

**A:** No expansion is needed. Give each point a weight wᵢ > 0, and write S = Σ wᵢkᵢ² and W = Σ wᵢ. The misfit is

M(r) = Σ wᵢ(2Rκᵢ − 2kᵢr)² = 4R² Σ wᵢκᵢ² − 8Rr Σ wᵢkᵢκᵢ + 4r²S.

Put r₀ = R Σ wᵢkᵢκᵢ / S. Then R Σ wᵢkᵢκᵢ = r₀S, and completing the square gives

M(r) = M(r₀) + 4S(r − r₀)².

Since S > 0, the only minimizer is r = r₀. Subtracting RS from rS = R Σ wᵢkᵢκᵢ leaves

(r − R)S = R Σ wᵢkᵢ(κᵢ − kᵢ).

Now use κᵢ² = kᵢ² + e:

(κᵢ − kᵢ)² = 2kᵢ² + e − 2kᵢκᵢ = e − 2kᵢ(κᵢ − kᵢ),

kᵢ(κᵢ − kᵢ) = e/2 − (κᵢ − kᵢ)²/2.

For e > 0 we have κᵢ > kᵢ, so each kᵢ(κᵢ − kᵢ) lies strictly between 0 and e/2. Multiplying by wᵢ, summing, multiplying by R and dividing by S gives

0 < r − R < R e W / (2S).

With unit weights, W = n and S = Σ kᵢ².

**Q:** Show me that the formal version starts from the same physics.

**A:** The first definition is κ as a function of e and k.

```lean
import Mathlib

open Finset

namespace EXAFSEnergyOrigin

noncomputable section

/-- The true photoelectron wavenumber when the analyst assigns `k` and the energy origin is
misplaced by `e`, in units of wavenumber squared; its domain is `0 ≤ k ^ 2 + e`. -/
def trueWavenumber (e k : ℝ) : ℝ := √(k ^ 2 + e)
```

The data points are labelled by a finite type `ι`. The functions `w` and `k` assign a real weight and wavenumber to each label, and `misfit` is M(r).

```lean
variable {ι : Type*} [Fintype ι]

/-- The weighted sum of squared differences between the true path phases, `2 R` times the true
wavenumber for a bond of length `R`, and the phases `2 k r` of a trial distance `r`. -/
def misfit (w k : ι → ℝ) (R e r : ℝ) : ℝ :=
  ∑ i, w i * (2 * R * trueWavenumber e (k i) - 2 * k i * r) ^ 2
```

**Q:** Real analyses weight the data by powers of k. Does this allow that?

**A:** For phase residuals, yes. The weights are arbitrary positive numbers, so multiplying each phase residual by kᵢᵐ corresponds to wᵢ = kᵢ²ᵐ. They are fixed before the fit and multiply squared phase residuals. The usual k-weighting acts on the oscillating signal instead, and a fit of that signal is not covered here.

**Q:** And "fit" could hide a convenient formula for r.

**A:** It is defined as a global minimum over all real trial distances, including negative ones. The closed formula r₀ is a separate definition, `fittedDistance`.

```lean
/-- The distance `r` is a least-squares fit if no other real distance has a smaller misfit. -/
def IsLeastSquaresFit (w k : ι → ℝ) (R e r : ℝ) : Prop :=
  ∀ s, misfit w k R e r ≤ misfit w k R e s

/-- The closed formula for the fitted distance, on the domain where the weighted sum of `k ^ 2` is
positive. -/
def fittedDistance (w k : ι → ℝ) (R e : ℝ) : ℝ :=
  R * (∑ i, w i * (k i * trueWavenumber e (k i))) / ∑ i, w i * k i ^ 2
```

The link between the two is a theorem. First comes S > 0, which uses the presence of at least one data point.

```lean
variable [Nonempty ι] {w k : ι → ℝ} {R e r : ℝ}

/-- With at least one data point, and positive weights and wavenumbers, the weighted sum of `k ^ 2`
is positive. -/
theorem sum_sq_pos (hw : ∀ i, 0 < w i) (hk : ∀ i, 0 < k i) :
    0 < ∑ i, w i * k i ^ 2 :=
  Finset.sum_pos (fun i _ => mul_pos (hw i) (pow_pos (hk i) 2)) Finset.univ_nonempty
```

In the next proof, `expand` is the expanded quadratic and `square` is the completed square. If r is a minimizer, comparing it with r₀ forces (r − r₀)² ≤ 0; conversely, the nonnegative square makes r₀ a minimizer. The equivalence therefore also shows that a fit always exists and is unique.

```lean
/-- For at least one data point, and positive weights and wavenumbers, a distance is a least-squares
fit exactly when it equals the closed formula. -/
theorem isLeastSquaresFit_iff (hw : ∀ i, 0 < w i) (hk : ∀ i, 0 < k i) :
    IsLeastSquaresFit w k R e r ↔ r = fittedDistance w k R e := by
  have hS := sum_sq_pos hw hk
  have hf : R * (∑ i, w i * (k i * trueWavenumber e (k i)))
      = fittedDistance w k R e * ∑ i, w i * k i ^ 2 := (div_eq_iff hS.ne').1 rfl
  have expand : ∀ x, misfit w k R e x
      = 4 * R ^ 2 * (∑ i, w i * trueWavenumber e (k i) ^ 2)
        - 8 * R * x * (∑ i, w i * (k i * trueWavenumber e (k i)))
        + 4 * x ^ 2 * ∑ i, w i * k i ^ 2 := by
    intro x
    simp only [misfit, Finset.mul_sum, ← Finset.sum_sub_distrib, ← Finset.sum_add_distrib]
    exact Finset.sum_congr rfl fun i _ => by ring
  -- Complete the square around the closed formula.
  have square : ∀ x, misfit w k R e x = misfit w k R e (fittedDistance w k R e)
      + 4 * ((∑ i, w i * k i ^ 2) * (x - fittedDistance w k R e) ^ 2) := by
    intro x
    rw [expand x, expand (fittedDistance w k R e)]
    linear_combination (-8 * (x - fittedDistance w k R e)) * hf
  constructor
  · intro h
    have h1 := h (fittedDistance w k R e)
    have h2 : (r - fittedDistance w k R e) ^ 2 ≤ 0 := by
      by_contra hc
      have h3 := mul_pos hS (not_le.1 hc)
      linarith [square r]
    have h4 := (pow_eq_zero_iff two_ne_zero).1 (le_antisymm h2 (sq_nonneg _))
    linarith
  · intro h s
    rw [h]
    have h1 := mul_nonneg hS.le (sq_nonneg (s - fittedDistance w k R e))
    linarith [square s]
```

**Q:** Where does the distance error enter?

**A:** In `fit_error`, which is the equation for (r − R)S. It says that the relative distance error is the average of the relative wavenumber errors (κᵢ − kᵢ)/kᵢ, with weights wᵢkᵢ². The proof substitutes the closed formula and splits the sum.

```lean
/-- For at least one data point, and positive weights and wavenumbers, the error `r - R` of the
fitted distance times the weighted sum of `k ^ 2` equals `R` times the weighted sum of `k` times the
true minus the assigned wavenumber. -/
theorem fit_error (hw : ∀ i, 0 < w i) (hk : ∀ i, 0 < k i)
    (hr : IsLeastSquaresFit w k R e r) :
    (r - R) * ∑ i, w i * k i ^ 2
      = R * ∑ i, w i * (k i * (trueWavenumber e (k i) - k i)) := by
  have hf : R * (∑ i, w i * (k i * trueWavenumber e (k i))) = r * ∑ i, w i * k i ^ 2 :=
    (div_eq_iff (sum_sq_pos hw hk).ne').1 ((isLeastSquaresFit_iff hw hk).1 hr).symm
  have hsum : ∑ i, w i * (k i * (trueWavenumber e (k i) - k i))
      = (∑ i, w i * (k i * trueWavenumber e (k i))) - ∑ i, w i * k i ^ 2 := by
    rw [← Finset.sum_sub_distrib]
    exact Finset.sum_congr rfl fun i _ => by ring
  rw [hsum]
  linear_combination -hf
```

The estimate for a single point follows. The lemma shows that κ − k is nonzero when e is nonzero, so its square is positive; `nlinarith` then combines this with κ² = k² + e.

```lean
/-- For a nonzero origin error and a real true wavenumber, the assigned wavenumber times the
difference true minus assigned wavenumber is less than `e / 2`. -/
theorem wavenumber_error_lt {e k : ℝ} (he : e ≠ 0) (hke : 0 ≤ k ^ 2 + e) :
    k * (trueWavenumber e k - k) < e / 2 := by
  have hs : trueWavenumber e k ^ 2 = k ^ 2 + e := Real.sq_sqrt hke
  have hne : trueWavenumber e k - k ≠ 0 := by
    intro h
    apply he
    linear_combination (trueWavenumber e k + k) * h - hs
  have hpos : 0 < (trueWavenumber e k - k) ^ 2 := by positivity
  nlinarith
```

**Q:** That lemma doesn't ask for e > 0.

**A:** The upper estimate holds for either sign, provided that k² + e is nonnegative. The hypothesis `hke` states this. Without it the true wavenumber would not be real, and Lean's square root would return 0 in its place. Summing over the points gives the signed bound.

```lean
/-- For at least one data point, positive weights, wavenumbers and bond length, and a nonzero origin
error that leaves the true wavenumbers real, the signed distance error `r - R` lies below its
first-order value. -/
theorem fit_error_lt (hw : ∀ i, 0 < w i) (hk : ∀ i, 0 < k i) (hR : 0 < R)
    (he : e ≠ 0) (hke : ∀ i, 0 ≤ k i ^ 2 + e) (hr : IsLeastSquaresFit w k R e r) :
    r - R < R * e * (∑ i, w i) / (2 * ∑ i, w i * k i ^ 2) := by
  rw [lt_div_iff₀ (mul_pos two_pos (sum_sq_pos hw hk))]
  have hsum : ∑ i, w i * (k i * (trueWavenumber e (k i) - k i)) < e / 2 * ∑ i, w i := by
    rw [Finset.mul_sum]
    refine Finset.sum_lt_sum_of_nonempty Finset.univ_nonempty fun i _ => ?_
    have h := mul_lt_mul_of_pos_left (wavenumber_error_lt he (hke i)) (hw i)
    linarith
  have h := mul_lt_mul_of_pos_left hsum hR
  linarith [fit_error hw hk hr]
```

For e > 0 the lower bound is added: each κᵢ exceeds kᵢ, so the sum in `fit_error` is positive, and r − R ≤ 0 would contradict that equation.

```lean
/-- For at least one data point, and positive weights, wavenumbers, bond length and origin error,
the fitted bond is too long, by less than the stated bound. -/
theorem bond_lengthened (hw : ∀ i, 0 < w i) (hk : ∀ i, 0 < k i) (hR : 0 < R)
    (he : 0 < e) (hr : IsLeastSquaresFit w k R e r) :
    0 < r - R ∧ r - R < R * e * (∑ i, w i) / (2 * ∑ i, w i * k i ^ 2) := by
  refine ⟨?_, fit_error_lt hw hk hR he.ne' (fun i => by positivity) hr⟩
  have hsum : 0 < ∑ i, w i * (k i * (trueWavenumber e (k i) - k i)) := by
    refine Finset.sum_pos (fun i _ => ?_) Finset.univ_nonempty
    have h : k i < trueWavenumber e (k i) := Real.lt_sqrt_of_sq_lt (by linarith)
    exact mul_pos (hw i) (mul_pos (hk i) (sub_pos.2 h))
  by_contra hc
  have h1 := mul_nonneg (neg_nonneg.2 (not_lt.1 hc)) (sum_sq_pos hw hk).le
  linarith [fit_error hw hk hr, mul_pos hR hsum]
```

**Q:** What if the origin was set too low?

**A:** Then e < 0, and the signed bound is itself negative. The bond comes out too short, by more than R|e|W/(2S). The same expression that limits the error from above for e > 0 limits its size from below here.

```lean
/-- For at least one data point, and positive weights, wavenumbers and bond length, a negative
origin error that leaves the true wavenumbers real makes the fitted bond too short, by more than the
stated amount. -/
theorem bond_shortened (hw : ∀ i, 0 < w i) (hk : ∀ i, 0 < k i) (hR : 0 < R)
    (he : e < 0) (hke : ∀ i, 0 ≤ k i ^ 2 + e) (hr : IsLeastSquaresFit w k R e r) :
    r < R ∧ R * (-e) * (∑ i, w i) / (2 * ∑ i, w i * k i ^ 2) < R - r := by
  have h := fit_error_lt hw hk hR he.ne hke hr
  have hW : 0 < ∑ i, w i := Finset.sum_pos (fun i _ => hw i) Finset.univ_nonempty
  have hpos := div_pos (mul_pos (mul_pos hR (neg_pos.2 he)) hW)
    (mul_pos two_pos (sum_sq_pos hw hk))
  have heq : R * (-e) * (∑ i, w i) / (2 * ∑ i, w i * k i ^ 2)
      = -(R * e * (∑ i, w i) / (2 * ∑ i, w i * k i ^ 2)) := by ring
  constructor <;> linarith
```

**Q:** You also said nothing yet about high-k data helping.

**A:** If every kᵢ is at least K > 0, then WK² ≤ S, and the bound for e > 0 becomes

r − R < R e / (2K²).

For fixed R and e, this falls as the inverse square of the lowest wavenumber in the fit, whatever the positive weights.

```lean
/-- For at least one data point, and positive weights, bond length and origin error, if all
wavenumbers are at least `K > 0`, the distance error is less than `R e / (2 K ^ 2)`. -/
theorem high_k_bound {K : ℝ} (hw : ∀ i, 0 < w i) (hK : 0 < K) (hkK : ∀ i, K ≤ k i)
    (hR : 0 < R) (he : 0 < e) (hr : IsLeastSquaresFit w k R e r) :
    r - R < R * e / (2 * K ^ 2) := by
  have hk : ∀ i, 0 < k i := fun i => hK.trans_le (hkK i)
  refine (bond_lengthened hw hk hR he hr).2.trans_le ?_
  have hWS : (∑ i, w i) * K ^ 2 ≤ ∑ i, w i * k i ^ 2 := by
    rw [Finset.sum_mul]
    exact Finset.sum_le_sum fun i _ =>
      mul_le_mul_of_nonneg_left (pow_le_pow_left₀ hK.le (hkK i) 2) (hw i).le
  rw [div_le_div_iff₀ (mul_pos two_pos (sum_sq_pos hw hk)) (by positivity)]
  have h := mul_le_mul_of_nonneg_left hWS (mul_pos hR he).le
  linarith
```

The last theorem is the statement I began with. It writes the misfit and the minimum condition out in full, so you can read it without the earlier definitions. The points are labelled by `Fin n`, that is i = 0, …, n − 1, and `hn` says that there is at least one. The proof sets all weights to 1 and applies `bond_lengthened`.

```lean
/-- For `n ≥ 1` equally weighted data points with positive wavenumbers, and positive bond length
and origin error, the least-squares distance exceeds `R` by less than `n R e / (2 ∑ k ^ 2)`. -/
theorem unweighted_bond_lengthened {n : ℕ} (hn : 0 < n) {k : Fin n → ℝ} {R e r : ℝ}
    (hk : ∀ i, 0 < k i) (hR : 0 < R) (he : 0 < e)
    (hr : ∀ s, ∑ i, (2 * R * √(k i ^ 2 + e) - 2 * k i * r) ^ 2
      ≤ ∑ i, (2 * R * √(k i ^ 2 + e) - 2 * k i * s) ^ 2) :
    0 < r - R ∧ r - R < n * R * e / (2 * ∑ i, k i ^ 2) := by
  have : Nonempty (Fin n) := ⟨⟨0, hn⟩⟩
  have hfit : IsLeastSquaresFit (fun _ => (1 : ℝ)) k R e r := by
    intro s
    simp only [misfit, trueWavenumber, one_mul]
    exact hr s
  have h := bond_lengthened (fun _ => one_pos) hk hR he hfit
  simp only [one_mul, Finset.sum_const, Finset.card_univ, Fintype.card_fin,
    nsmul_eq_mul, mul_one] at h
  exact ⟨h.1, h.2.trans_eq (by ring)⟩

end

end EXAFSEnergyOrigin
```

```lean
#print axioms EXAFSEnergyOrigin.bond_lengthened
#print axioms EXAFSEnergyOrigin.bond_shortened
#print axioms EXAFSEnergyOrigin.high_k_bound
#print axioms EXAFSEnergyOrigin.unweighted_bond_lengthened
```

```
'EXAFSEnergyOrigin.bond_lengthened' depends on axioms: [propext, Classical.choice, Quot.sound]
'EXAFSEnergyOrigin.bond_shortened' depends on axioms: [propext, Classical.choice, Quot.sound]
'EXAFSEnergyOrigin.high_k_bound' depends on axioms: [propext, Classical.choice, Quot.sound]
'EXAFSEnergyOrigin.unweighted_bond_lengthened' depends on axioms: [propext, Classical.choice, Quot.sound]
```

**Q:** Try the smallest case. With one point, is there anything left to fit?

**A:** The fit is then perfect and still wrong. For n = 1 the misfit vanishes at r = Rκ/k, and

r − R = R(κ − k)/k.

Take k = 1 and e = 3 in matching units. Then κ = 2 and r = 2R, so the error is R, while the bound is 3R/2. The shift is far from small, and the inequality holds. A vanishing residual tells you nothing about the origin in this case.

**Q:** At 3R/2 against R, the bound looks loose. Is it any good for small e?

**A:** Its leading term is right. For e > 0,

κᵢ − kᵢ = e/(κᵢ + kᵢ) < e/(2kᵢ),

so the discarded term (κᵢ − kᵢ)²/2 is below e²/(8kᵢ²). Putting this into the equation for (r − R)S gives a neighbouring estimate, which I derive only here and not in the Lean file:

r − R > R e W/(2S) − R e² Σ(wᵢ/kᵢ²)/(8S).

The gap between the bound and the true error is therefore of second order in e.

**Q:** My main doubt remains. A measured EXAFS phase is not just 2κR.

**A:** Right. The phase shifts from the absorbing and scattering atoms are left out. They depend on the wavenumber too, so evaluating them at k instead of κ would add an error of its own, which could have either sign. The model also has a single distance, no noise and no disorder, and it compares phases directly instead of fitting the oscillating signal.

**Q:** Many fits also let E₀ vary.

**A:** Then this theorem does not describe them: here the origin stays at its wrong value while r is adjusted. For EXAFS practice, the result gives the direction and a limit on the size of the distance error caused by a fixed origin set too high, within this one-distance, path-phase-only model.
